# Exponential off-diagonal decay of the Kerker preconditioner on finite connected regular graphs

In a self-consistent-field iteration, the residual is the output density minus the input density. The Kerker preconditioner $K=L(L+s)^{-1}$ acts on this residual before mixing and damps its long-wavelength part. Here $L$ stands for $-\nabla^2$, and $s>0$ is the squared inverse screening length, a parameter that represents the screening of charge by mobile electrons. The physical question is how strongly a residual at one site changes the correction at a distant one.

The sites form a finite connected graph $G$ in which every site has $d$ neighbours. The letter $d$ is this degree and not the spatial dimension: a periodic cubic grid with at least three points in each direction has $d=6$. With the grid spacing as unit of length and $A$ the adjacency matrix, $L=d-A$. Write $k\sim i$ for neighbours, $\mathrm{dist}(i,j)$ for the least number of steps from $i$ to $j$, $g=(L+s)^{-1}$ for the screened Green function, and $r=d/(d+s)<1$. The convention $0^0=1$ includes the single site with $d=0$.

The claim is
$$\Big(\frac1{d+s}\Big)^{\mathrm{dist}(i,j)+1}\le g(i,j)\le \frac1s\,r^{\mathrm{dist}(i,j)},\qquad |K(i,j)|\le r^{\mathrm{dist}(i,j)}\quad(i\ne j).$$
The number of sites does not appear in these bounds.

## From a minimum principle to exponential decay

For any real function $x$ on the sites,
$$((L+s)x)_i=(d+s)x_i-\sum_{k\sim i}x_k .$$
Suppose the left side is nonnegative everywhere, and let $m$ be a site where $x$ is smallest. Its neighbours satisfy $\sum_{k\sim m}x_k\ge d\,x_m$, so
$$0\le (d+s)x_m-\sum_{k\sim m}x_k\le s\,x_m .$$
Hence $x_m\ge0$, and $x\ge0$ at every site.

If $(L+s)v=0$, this minimum principle applies to both $v$ and $-v$, so $v=0$. Thus $L+s$ is invertible, and $(L+s)g=1$ reads
$$(d+s)g(i,j)=\delta_{ij}+\sum_{k\sim i}g(k,j).$$

For fixed $j$, the function $g(\cdot,j)$ has source $\delta_{ij}\ge0$. The constant $1/s$ has source $1$, so $1/s-g(\cdot,j)$ has source $1-\delta_{ij}\ge0$. The minimum principle gives $0\le g(i,j)\le1/s$.

Now show by induction on $n$ that $g(i,j)\le r^n/s$ whenever $\mathrm{dist}(i,j)\ge n$. The case $n=0$ is the bound just found. If $\mathrm{dist}(i,j)\ge n+1$, then $i\ne j$, and by the triangle inequality each neighbour of $i$ is at least $n$ steps from $j$. The balance equation gives
$$g(i,j)=\frac1{d+s}\sum_{k\sim i}g(k,j)\le\frac{d}{d+s}\,\frac{r^n}{s}=\frac{r^{n+1}}s .$$
Taking $n=\mathrm{dist}(i,j)$ gives the upper bound.

For the lower bound, all terms in the balance equation are nonnegative. At the source, $g(j,j)\ge1/(d+s)$. For any neighbour $k$ of $i$, $g(i,j)\ge g(k,j)/(d+s)$. Following a shortest walk from $i$ to $j$ collects $\mathrm{dist}(i,j)+1$ such factors.

Finally, $L=(L+s)-s$ gives $K=1-sg$. For $i\ne j$, therefore, $|K(i,j)|=s\,g(i,j)\le r^{\mathrm{dist}(i,j)}$.

## Sites, matrices and the screened operator in Lean

The finite type `V` holds the sites. In the code `G` is the graph, while the Green function is called `green`.

```lean
import Mathlib

open Matrix

namespace KerkerLocality

noncomputable section

variable {V : Type*} [Fintype V] [DecidableEq V] (G : SimpleGraph V) [DecidableRel G.Adj]
```

The Laplacian is a real matrix indexed by sites. Its definition accepts any graph and any `d`; regularity enters later as a hypothesis.

```lean
/-- The lattice Laplacian `L = d - A` of a `d`-regular graph with adjacency matrix `A`. -/
def laplacian (d : ℕ) : Matrix V V ℝ := (d : ℝ) • (1 : Matrix V V ℝ) - G.adjMatrix ℝ

/-- The screened Laplacian `L + s`. -/
def screened (d : ℕ) (s : ℝ) : Matrix V V ℝ := laplacian G d + s • (1 : Matrix V V ℝ)

/-- The screened Green function `(L + s)⁻¹`, meant for `d`-regular graphs and `s > 0`. -/
def green (d : ℕ) (s : ℝ) : Matrix V V ℝ := (screened G d s)⁻¹
```

Mathlib assigns a value to the inverse of every square matrix, so the determinant result below is what identifies `green` as a true inverse.

```lean
/-- The Kerker preconditioner `L (L + s)⁻¹`, meant for `d`-regular graphs and `s > 0`. -/
def kerker (d : ℕ) (s : ℝ) : Matrix V V ℝ := laplacian G d * green G d s
```

The next theorem is the formula for the action of $L+s$, with `*ᵥ` denoting a matrix applied to a vector.

```lean
/-- The screened Laplacian multiplies the value at a site by `d + s` and subtracts the
values at the neighbouring sites. -/
theorem screened_mulVec (d : ℕ) (s : ℝ) (x : V → ℝ) (i : V) :
    (screened G d s *ᵥ x) i = (d + s) * x i - ∑ k ∈ G.neighborFinset i, x k := by
  simp only [screened, laplacian, Matrix.add_mulVec, Matrix.sub_mulVec, Matrix.smul_mulVec,
    Matrix.one_mulVec, Pi.add_apply, Pi.sub_apply, Pi.smul_apply, smul_eq_mul,
    SimpleGraph.adjMatrix_mulVec_apply]
  ring
```

## Positivity and the balance equation

The hypothesis `G.IsRegularOfDegree d` says that every site has degree `d`. `Finset.exists_min_image` chooses the lowest site `m`, and `hsum` is the estimate of the neighbour sum.

```lean
variable {G} {d : ℕ} {s : ℝ}

/-- Minimum principle: on a `d`-regular graph with `s > 0`, a potential whose source
`(L + s) x` is nowhere negative is itself nowhere negative. -/
theorem minimum_principle (hG : G.IsRegularOfDegree d) (hs : 0 < s) (x : V → ℝ)
    (hx : ∀ i, 0 ≤ (screened G d s *ᵥ x) i) (i : V) : 0 ≤ x i := by
  -- look at the site where the potential is lowest
  obtain ⟨m, -, hm⟩ := Finset.exists_min_image Finset.univ x ⟨i, Finset.mem_univ i⟩
  have h := hx m
  rw [screened_mulVec] at h
  have hsum : (d : ℝ) * x m ≤ ∑ k ∈ G.neighborFinset m, x k := by
    have h1 := Finset.card_nsmul_le_sum (G.neighborFinset m) x (x m)
      (fun k _ => hm k (Finset.mem_univ k))
    rwa [G.card_neighborFinset_eq_degree, hG.degree_eq m, nsmul_eq_mul] at h1
  have h2 : 0 ≤ s * x m := by linarith
  exact ((mul_nonneg_iff_of_pos_left hs).1 h2).trans (hm i (Finset.mem_univ i))
```

A zero determinant would supply a nonzero vector `v` with $(L+s)v=0$. The two applications of the minimum principle exclude it.

```lean
/-- On a `d`-regular graph with `s > 0` the screened Laplacian is nonsingular. -/
theorem screened_det_ne_zero (hG : G.IsRegularOfDegree d) (hs : 0 < s) :
    (screened G d s).det ≠ 0 := by
  intro h
  obtain ⟨v, hv, h0⟩ := Matrix.exists_mulVec_eq_zero_iff.2 h
  apply hv
  funext i
  -- both `v` and `-v` are nonnegative
  have h1 := minimum_principle hG hs v (fun k => by simp [h0]) i
  have h2 := minimum_principle hG hs (-v) (fun k => by simp [Matrix.mulVec_neg, h0]) i
  rw [Pi.neg_apply] at h2
  show v i = 0
  linarith
```

The balance equation is one entry of the identity $(L+s)g=1$, read as the operator acting on column `j`.

```lean
/-- Balance equation of the Green function on a `d`-regular graph with `s > 0`: `d + s` times
its value at `i` is the unit source at `j` plus the sum over the neighbours of `i`. -/
theorem green_balance (hG : G.IsRegularOfDegree d) (hs : 0 < s) (i j : V) :
    (d + s) * green G d s i j =
      (if i = j then 1 else 0) + ∑ k ∈ G.neighborFinset i, green G d s k j := by
  have h := Matrix.mul_nonsing_inv (screened G d s)
    (isUnit_iff_ne_zero.2 (screened_det_ne_zero hG hs))
  have h' : (screened G d s *ᵥ fun k => green G d s k j) i = (1 : Matrix V V ℝ) i j :=
    congrFun (congrFun h i) j
  rw [screened_mulVec, Matrix.one_apply] at h'
  linarith
```

For the upper half of the next result, `key` treats a constant `c` with `s * c = 1`, which keeps the inequalities linear; `c` is then set to $1/s$.

```lean
/-- On a `d`-regular graph with `s > 0` every entry of the Green function lies between
`0` and `1/s`. -/
theorem green_bounds (hG : G.IsRegularOfDegree d) (hs : 0 < s) (i j : V) :
    0 ≤ green G d s i j ∧ green G d s i j ≤ 1 / s := by
  constructor
  · refine minimum_principle hG hs (fun k => green G d s k j) (fun k => ?_) i
    have b := green_balance hG hs k j
    rw [screened_mulVec]
    split_ifs at b <;> linarith
  · -- compare with the constant potential `c = 1/s`, whose source is one everywhere
    have key : ∀ c : ℝ, s * c = 1 → green G d s i j ≤ c := by
      intro c hc
      have h := minimum_principle hG hs (fun k => c - green G d s k j) (fun k => by
        have b := green_balance hG hs k j
        rw [screened_mulVec, Finset.sum_sub_distrib, Finset.sum_const,
          G.card_neighborFinset_eq_degree, hG.degree_eq k, nsmul_eq_mul]
        split_ifs at b <;> linarith) i
      exact sub_nonneg.1 h
    exact key _ (mul_one_div_cancel hs.ne')
```

## Upper and lower bounds in the graph distance

`G.Connected` supplies the triangle inequality for `G.dist`. The induction in `key` quantifies over all sites `i`, because its step uses the bound at the neighbours. There `omega` does the distance arithmetic, and `hsum` bounds the sum of $d$ terms.

```lean
/-- Locality of the screened Green function: on a connected `d`-regular graph with `s > 0`
its entries are nonnegative and at most `(1/s) (d/(d+s))^dist(i,j)`. -/
theorem green_decay (hc : G.Connected) (hG : G.IsRegularOfDegree d) (hs : 0 < s) (i j : V) :
    0 ≤ green G d s i j ∧
      green G d s i j ≤ 1 / s * ((d : ℝ) / (d + s)) ^ G.dist i j := by
  have hpos : (0 : ℝ) < d + s := by positivity
  have key : ∀ n : ℕ, ∀ i : V, n ≤ G.dist i j →
      green G d s i j ≤ 1 / s * ((d : ℝ) / (d + s)) ^ n := by
    intro n
    induction n with
    | zero =>
      intro i _
      rw [pow_zero, mul_one]
      exact (green_bounds hG hs i j).2
    | succ n ih =>
      intro i hi
      have hij : i ≠ j := by
        intro h
        rw [h, SimpleGraph.dist_self] at hi
        omega
      -- every neighbour of `i` is still at least `n` steps from the source
      have hsum := Finset.sum_le_card_nsmul (G.neighborFinset i)
        (fun k => green G d s k j) (1 / s * ((d : ℝ) / (d + s)) ^ n) (fun k hk => by
          have hadj : G.Adj i k := (G.mem_neighborFinset i k).1 hk
          have t := hc.dist_triangle (u := i) (v := k) (w := j)
          have h1 : G.dist i k = 1 := SimpleGraph.dist_eq_one_iff_adj.2 hadj
          exact ih k (by omega))
      rw [G.card_neighborFinset_eq_degree, hG.degree_eq i, nsmul_eq_mul] at hsum
      have b := green_balance hG hs i j
      rw [if_neg hij] at b
      have e : 1 / s * ((d : ℝ) / (d + s)) ^ (n + 1) =
          (d * (1 / s * ((d : ℝ) / (d + s)) ^ n)) / (d + s) := by
        rw [pow_succ]
        ring
      rw [e, le_div_iff₀ hpos]
      linarith
  exact ⟨(green_bounds hG hs i j).1, key _ i le_rfl⟩
```

The lower bound uses induction on a walk whose length equals the distance. The `nil` case is the source site; the `cons` case keeps one neighbour's term from the balance equation.

```lean
/-- The decay is not faster than exponential: on a connected `d`-regular graph with `s > 0`
the Green function is at least `(1/(d+s))^(dist(i,j)+1)`. -/
theorem green_lower_bound (hc : G.Connected) (hG : G.IsRegularOfDegree d) (hs : 0 < s)
    (i j : V) : (1 / ((d : ℝ) + s)) ^ (G.dist i j + 1) ≤ green G d s i j := by
  have hpos : (0 : ℝ) < d + s := by positivity
  obtain ⟨p, hp⟩ := hc.exists_walk_length_eq_dist i j
  rw [← hp]
  clear hp
  -- each step of the walk costs at most a factor `1/(d+s)`
  induction p with
  | @nil u =>
    have b := green_balance hG hs u u
    rw [if_pos rfl] at b
    have h0 : 0 ≤ ∑ k ∈ G.neighborFinset u, green G d s k u :=
      Finset.sum_nonneg (fun k _ => (green_bounds hG hs k u).1)
    rw [SimpleGraph.Walk.length_nil, zero_add, pow_one, div_le_iff₀ hpos]
    linarith
  | @cons u v w h p ih =>
    have b := green_balance hG hs u w
    have h0 : (0 : ℝ) ≤ if u = w then 1 else 0 := by split_ifs <;> norm_num
    have h1 : green G d s v w ≤ ∑ k ∈ G.neighborFinset u, green G d s k w :=
      Finset.single_le_sum (f := fun k => green G d s k w)
        (fun k _ => (green_bounds hG hs k w).1) ((G.mem_neighborFinset u v).2 h)
    rw [SimpleGraph.Walk.length_cons, pow_succ, mul_one_div, div_le_iff₀ hpos]
    linarith
```

## Transfer to the Kerker preconditioner

The identity $K=1-sg$ holds without connectedness.

```lean
/-- On a `d`-regular graph with `s > 0` the Kerker preconditioner is the identity minus `s`
times the screened Green function. -/
theorem kerker_eq (hG : G.IsRegularOfDegree d) (hs : 0 < s) :
    kerker G d s = 1 - s • green G d s := by
  have h : screened G d s * green G d s = 1 := Matrix.mul_nonsing_inv (screened G d s)
    (isUnit_iff_ne_zero.2 (screened_det_ne_zero hG hs))
  have e : laplacian G d = screened G d s - s • (1 : Matrix V V ℝ) := by simp [screened]
  rw [kerker, e, sub_mul, smul_mul_assoc, one_mul, h]
```

The last theorem concerns distinct sites, where the identity matrix contributes nothing. The factor $s$ cancels the prefactor $1/s$.

```lean
/-- Locality of the Kerker correction: on a connected `d`-regular graph with `s > 0`, the
entry of the preconditioner between distinct sites is at most `(d/(d+s))^dist(i,j)` in modulus. -/
theorem kerker_decay (hc : G.Connected) (hG : G.IsRegularOfDegree d) (hs : 0 < s)
    {i j : V} (hij : i ≠ j) :
    |kerker G d s i j| ≤ ((d : ℝ) / (d + s)) ^ G.dist i j := by
  obtain ⟨h0, h1⟩ := green_decay hc hG hs i j
  rw [kerker_eq hG hs, Matrix.sub_apply, Matrix.one_apply_ne hij, Matrix.smul_apply,
    smul_eq_mul, zero_sub, abs_neg, abs_of_nonneg (mul_nonneg hs.le h0)]
  calc s * green G d s i j
      ≤ s * (1 / s * ((d : ℝ) / (d + s)) ^ G.dist i j) := mul_le_mul_of_nonneg_left h1 hs.le
    _ = ((d : ℝ) / (d + s)) ^ G.dist i j := by
      rw [← mul_assoc, mul_one_div_cancel hs.ne', one_mul]

end

end KerkerLocality
```

```lean
#print axioms KerkerLocality.green_lower_bound
-- 'KerkerLocality.green_lower_bound' depends on axioms: [propext, Classical.choice, Quot.sound]
#print axioms KerkerLocality.kerker_decay
-- 'KerkerLocality.kerker_decay' depends on axioms: [propext, Classical.choice, Quot.sound]
```

## What the bound means for density mixing

For density mixing on the periodic cubic grid described at the start, with the nearest-neighbour Laplacian, the bound limits each off-diagonal entry of the real-space Kerker matrix at a given number of grid steps, whatever the number of grid points. The model replaces the continuum operator $-\nabla^2$ by $L$, and the resulting discretisation error is not estimated here. The theorems describe the preconditioning matrix and say nothing about whether the iteration converges.

The rate is a guarantee and not an estimate of the screening length: for small $s$ the bound falls off over about $d/s$ steps, whereas the continuum screening length is $1/\sqrt s$.
